# The finite-lattice Wu–Yang objective for an N-particle target density is concave, shift-invariant and bounded by the kinetic energy at that density

## Question

For noninteracting fermions on \(d\) sites, the Wu–Yang objective is concave in the potential, does not change when a constant is added to the potential, and never exceeds the kinetic energy of a Slater determinant with the target density. Here \(T\) is the real \(d\times d\) kinetic matrix, \(N\le d\) is the particle number, \(n\) is a target density with \(\sum_x n_x=N\), and

\[
W(v)=\inf_P \operatorname{tr}\big((T+\operatorname{diag}v)P\big)-\sum_x v_x n_x ,
\]

where \(P\) runs over the real orthogonal projections of trace \(N\). I know the quick argument, "an infimum of affine functions". I would like to see it made rigorous, including the existence of the infimum, and checked by a machine. Can this be done in Lean?

## Answer

Yes. The theorem `wuYang_concave_shift_bound` below proves all three properties. Further theorems show that the density error of a ground state is a supergradient of \(W\), and that \(v\) maximises \(W\) if a ground-state determinant at \(v\) has density \(n\). This bears on Kohn–Sham inversion, the search for a potential that reproduces a given density, for noninteracting particles on a lattice, or in any finite real orthonormal basis in which the potential is diagonal.

### An infimum of affine functions of the potential

**The infimum is finite.** Since \(P\) is symmetric and \(P^2=P\),

\[
\sum_k P_{ik}^2=P_{ii}.
\]

Hence \(P_{ii}^2\le P_{ii}\), so \(P_{ii}\le 1\), and then \(P_{ij}^2\le P_{ii}\le 1\). For any real matrix \(H\),

\[
\operatorname{tr}(HP)=\sum_{i,j}H_{ij}P_{ji}\ge-\sum_{i,j}|H_{ij}| .
\]

The energies therefore have a common lower bound. Projections of trace \(N\) exist because \(N\le d\): put ones on \(N\) diagonal entries and zeros elsewhere.

**The energy splits.** Because \(\operatorname{tr}(\operatorname{diag}(v)P)=\sum_x v_xP_{xx}\),

\[
\operatorname{tr}\big((T+\operatorname{diag}v)P\big)-\sum_x v_xn_x
=\operatorname{tr}(TP)+\sum_x v_x(P_{xx}-n_x)=:A_P(v).
\]

The subtracted term does not depend on \(P\), so \(W(v)=\inf_P A_P(v)\).

**Concavity.** Let \(a,b\ge0\) and \(a+b=1\). Since \(A_P\) is affine,

\[
A_P(au+bv)=aA_P(u)+bA_P(v)\ge aW(u)+bW(v)
\]

for every \(P\). Taking the infimum on the left gives concavity.

**Constant shifts.** Adding \(c\) to every \(v_x\) changes \(A_P\) by \(c(\operatorname{tr}P-\sum_x n_x)=c(N-N)=0\).

**Upper bound.** If \(P_{xx}=n_x\) for all \(x\), the sum in \(A_P\) vanishes, and \(W(v)\le A_P(v)=\operatorname{tr}(TP)\).

**Ground states.** If \(P\) is a ground state at \(v\), then \(W(v)=A_P(v)\), and for every \(u\)

\[
W(u)\le A_P(u)=W(v)+\sum_x(u_x-v_x)(P_{xx}-n_x).
\]

If \(P\) also has density \(n\), the last sum is zero and \(v\) is a maximiser. Moreover, any \(Q\) with density \(n\) satisfies \(\operatorname{tr}(TP)=W(v)\le\operatorname{tr}(TQ)\). Conversely, if \(P\) has density \(n\) and \(W(v)=\operatorname{tr}(TP)=A_P(v)\), then \(P\) attains the infimum and is a ground state at \(v\).

### Why the target must contain N particles

Take one site, \(N=1\), \(T=0\) and \(n=0\). The only projection is \(P=1\), so \(W(v)=v\), and a shift by \(c\) changes \(W\) by \(c\). Shift invariance fails without \(\sum_x n_x=N\), although \(W\) is still concave.

### Determinants and potentials as Lean objects

- The finite type `ι` is the set of sites, or of real orthonormal basis functions in which the potential is diagonal. Its size `Fintype.card ι` is \(d\).
- `IsSlater N P` says that `P` is symmetric, idempotent and of trace `N`. This is the one-particle density matrix of a determinant of \(N\) real orbitals, for spinless fermions or a single spin channel.
- `groundEnergy H N` is the infimum of \(\operatorname{tr}(HP)\), and `wuYang T N n v` is \(W(v)\). `IsGround H N P` says that `P` attains the least energy.
- `hN` is \(N\le d\), and `hn` is \(\sum_x n_x=N\). `ConcaveOn ℝ Set.univ` means concavity over all real potentials.

`T` need not be symmetric, because a symmetric \(P\) sees only its symmetric part. Nor is `n` required to be the density of a determinant; if it is not, the upper bound has no \(P\) to apply to.

In `wuYang_optimal`, the existence of a ground-state determinant with density \(n\) is assumed. Physically, this says that \(n\) is noninteracting \(v\)-representable by a single determinant of real orbitals. The theorems do not show that a maximiser exists for every target, or that \(\sup_v W(v)\) equals the least kinetic energy at density \(n\). Complex orbitals, ensembles and the continuum are not treated.

```lean
import Mathlib

open Matrix

namespace WuYangFunctional

noncomputable section

variable {ι : Type*} [Fintype ι] [DecidableEq ι]

/-- The one-particle density matrix of `N` fermions in real orthonormal orbitals:
an orthogonal projection of trace `N`. -/
structure IsSlater (N : ℕ) (P : Matrix ι ι ℝ) : Prop where
  symm : Pᵀ = P
  idem : P * P = P
  trace_eq : P.trace = (N : ℝ)

/-- The infimum of the energy `tr (H P)` over all `N`-particle projections `P`. -/
def groundEnergy (H : Matrix ι ι ℝ) (N : ℕ) : ℝ :=
  ⨅ P : {P : Matrix ι ι ℝ // IsSlater N P}, (H * P.1).trace

/-- The Wu-Yang objective for the target density `n`, as a function of the potential `v`. -/
def wuYang (T : Matrix ι ι ℝ) (N : ℕ) (n v : ι → ℝ) : ℝ :=
  groundEnergy (T + diagonal v) N - ∑ x, v x * n x

/-- `P` is an `N`-particle projection of least energy for the Hamiltonian `H`. -/
def IsGround (H : Matrix ι ι ℝ) (N : ℕ) (P : Matrix ι ι ℝ) : Prop :=
  IsSlater N P ∧ ∀ Q, IsSlater N Q → (H * P).trace ≤ (H * Q).trace

omit [DecidableEq ι] in
/-- The squared entries in a row of a Slater projection add up to the density at that site. -/
theorem sum_sq_row {N : ℕ} {P : Matrix ι ι ℝ} (hP : IsSlater N P) (i : ι) :
    ∑ k, P i k ^ 2 = P i i := by
  have h : (P * P) i i = P i i := by rw [hP.idem]
  rw [Matrix.mul_apply] at h
  refine Eq.trans (Finset.sum_congr rfl fun k _ => ?_) h
  have hk : P k i = P i k := congrFun (congrFun hP.symm i) k
  rw [hk, sq]

omit [DecidableEq ι] in
/-- The energies of all `N`-particle projections have a common lower bound. -/
theorem bddBelow_energy (H : Matrix ι ι ℝ) (N : ℕ) :
    BddBelow (Set.range fun P : {P : Matrix ι ι ℝ // IsSlater N P} => (H * P.1).trace) := by
  -- every entry of a projection lies between -1 and 1
  have bound : ∀ P : Matrix ι ι ℝ, IsSlater N P → ∀ i j, |P i j| ≤ 1 := by
    intro P hP i j
    have h : ∀ k, P i k ^ 2 ≤ P i i := fun k => by
      rw [← sum_sq_row hP i]
      exact Finset.single_le_sum (f := fun k => P i k ^ 2)
        (fun k _ => sq_nonneg (P i k)) (Finset.mem_univ k)
    have h1 : P i i ≤ 1 := by nlinarith [h i]
    have h2 := h j
    exact abs_le.mpr ⟨by nlinarith, by nlinarith⟩
  refine ⟨-∑ i, ∑ j, |H i j|, ?_⟩
  rintro _ ⟨P, rfl⟩
  simp only [Matrix.trace, Matrix.diag_apply, Matrix.mul_apply, ← Finset.sum_neg_distrib]
  refine Finset.sum_le_sum fun i _ => Finset.sum_le_sum fun j _ => ?_
  have h : |H i j * P.1 j i| ≤ |H i j| := by
    rw [abs_mul]
    exact mul_le_of_le_one_right (abs_nonneg _) (bound P.1 P.2 j i)
  linarith [neg_abs_le (H i j * P.1 j i)]

/-- An `N`-particle projection exists when there are at least `N` sites. -/
theorem exists_slater {N : ℕ} (hN : N ≤ Fintype.card ι) :
    ∃ P : Matrix ι ι ℝ, IsSlater N P := by
  obtain ⟨s, -, hs⟩ := Finset.exists_subset_card_eq
    (show N ≤ (Finset.univ : Finset ι).card by simpa using hN)
  refine ⟨diagonal (fun i => if i ∈ s then 1 else 0), diagonal_transpose _, ?_, ?_⟩
  · rw [diagonal_mul_diagonal]
    congr 1
    ext i
    simp
  · simp [Matrix.trace_diagonal, hs]

/-- The energy less the target coupling is the kinetic energy plus the potential
integrated against the density error. -/
theorem energy_split (T P : Matrix ι ι ℝ) (v n : ι → ℝ) :
    ((T + diagonal v) * P).trace - ∑ x, v x * n x
      = (T * P).trace + ∑ x, v x * (P x x - n x) := by
  have h : (diagonal v * P).trace = ∑ x, v x * P x x := by
    simp [Matrix.trace, Matrix.diagonal_mul]
  rw [Matrix.add_mul, Matrix.trace_add, h]
  simp only [mul_sub, Finset.sum_sub_distrib]
  ring

/-- Each `N`-particle projection gives an upper bound on the objective, affine in `v`. -/
theorem wuYang_le (T : Matrix ι ι ℝ) {N : ℕ} (n v : ι → ℝ) {P : Matrix ι ι ℝ}
    (hP : IsSlater N P) :
    wuYang T N n v ≤ (T * P).trace + ∑ x, v x * (P x x - n x) := by
  have h : groundEnergy (T + diagonal v) N ≤ ((T + diagonal v) * P).trace :=
    ciInf_le (bddBelow_energy (T + diagonal v) N) ⟨P, hP⟩
  rw [← energy_split]
  unfold wuYang
  linarith

/-- Suppose an `N`-particle projection exists. If `a` is at most the kinetic energy plus the
potential summed against the density error, for every such projection, then `a` is at most the
objective at `v`. -/
theorem le_wuYang (T : Matrix ι ι ℝ) {N : ℕ} (n v : ι → ℝ) {a : ℝ}
    (hne : ∃ P : Matrix ι ι ℝ, IsSlater N P)
    (h : ∀ P, IsSlater N P → a ≤ (T * P).trace + ∑ x, v x * (P x x - n x)) :
    a ≤ wuYang T N n v := by
  obtain ⟨P, hP⟩ := hne
  have : Nonempty {P : Matrix ι ι ℝ // IsSlater N P} := ⟨⟨P, hP⟩⟩
  have key : a + ∑ x, v x * n x ≤ groundEnergy (T + diagonal v) N := by
    refine le_ciInf fun Q => ?_
    have h1 := h Q.1 Q.2
    rw [← energy_split] at h1
    linarith
  unfold wuYang
  linarith

/-- For a target density that sums to `N`, with `N` at most the number of sites, the Wu-Yang
objective is concave in the potential, unchanged by constant shifts, and at most the kinetic energy
of any `N`-particle projection with the target density. -/
theorem wuYang_concave_shift_bound (T : Matrix ι ι ℝ) {N : ℕ} (n : ι → ℝ)
    (hN : N ≤ Fintype.card ι) (hn : ∑ x, n x = (N : ℝ)) :
    ConcaveOn ℝ Set.univ (wuYang T N n) ∧
    (∀ v c, wuYang T N n (fun x => v x + c) = wuYang T N n v) ∧
    (∀ v P, IsSlater N P → (∀ x, P x x = n x) → wuYang T N n v ≤ (T * P).trace) := by
  refine ⟨⟨convex_univ, fun u _ v _ a b ha hb hab => ?_⟩, fun v c => ?_, fun v P hP hd => ?_⟩
  · -- an infimum of affine functions is concave
    refine le_wuYang T n _ (exists_slater hN) fun P hP => ?_
    have hs : ∑ x, (a • u + b • v) x * (P x x - n x)
        = a * ∑ x, u x * (P x x - n x) + b * ∑ x, v x * (P x x - n x) := by
      simp only [Finset.mul_sum, ← Finset.sum_add_distrib, Pi.add_apply, Pi.smul_apply,
        smul_eq_mul]
      exact Finset.sum_congr rfl fun x _ => by ring
    have hu := mul_le_mul_of_nonneg_left (wuYang_le T n u hP) ha
    have hv := mul_le_mul_of_nonneg_left (wuYang_le T n v hP) hb
    have ht : a * (T * P).trace + b * (T * P).trace = (T * P).trace := by
      rw [← add_mul, hab, one_mul]
    rw [hs]
    simp only [smul_eq_mul]
    linarith
  · -- the shift couples only to the particle-number error, which is zero
    have key : ∀ P : Matrix ι ι ℝ, IsSlater N P →
        ∑ x, (v x + c) * (P x x - n x) = ∑ x, v x * (P x x - n x) := by
      intro P hP
      have ht : ∑ x, P x x = (N : ℝ) := hP.trace_eq
      have h0 : ∑ x, c * (P x x - n x) = 0 := by
        rw [← Finset.mul_sum, Finset.sum_sub_distrib, ht, hn, sub_self, mul_zero]
      simp only [add_mul, Finset.sum_add_distrib, h0, add_zero]
    apply le_antisymm
    · refine le_wuYang T n _ (exists_slater hN) fun P hP => ?_
      rw [← key P hP]
      exact wuYang_le T n _ hP
    · refine le_wuYang T n _ (exists_slater hN) fun P hP => ?_
      rw [key P hP]
      exact wuYang_le T n _ hP
  · simpa [hd] using wuYang_le T n v hP

/-- The density error of a ground-state projection at `v` is a supergradient of the
objective at `v`. -/
theorem wuYang_supergradient (T : Matrix ι ι ℝ) {N : ℕ} (n u v : ι → ℝ)
    {P : Matrix ι ι ℝ} (hP : IsGround (T + diagonal v) N P) :
    wuYang T N n u ≤ wuYang T N n v + ∑ x, (u x - v x) * (P x x - n x) := by
  have hv : (T * P).trace + ∑ x, v x * (P x x - n x) ≤ wuYang T N n v := by
    refine le_wuYang T n v ⟨P, hP.1⟩ fun Q hQ => ?_
    rw [← energy_split, ← energy_split]
    linarith [hP.2 Q hQ]
  have hu := wuYang_le T n u hP.1
  have hs : ∑ x, (u x - v x) * (P x x - n x)
      = ∑ x, u x * (P x x - n x) - ∑ x, v x * (P x x - n x) := by
    rw [← Finset.sum_sub_distrib]
    exact Finset.sum_congr rfl fun x _ => by ring
  linarith

/-- For a projection with the target density, the objective equals its kinetic energy
exactly when the projection is a ground state in the potential `v`. -/
theorem wuYang_eq_kinetic_iff (T : Matrix ι ι ℝ) {N : ℕ} (n v : ι → ℝ)
    {P : Matrix ι ι ℝ} (hP : IsSlater N P) (hd : ∀ x, P x x = n x) :
    wuYang T N n v = (T * P).trace ↔ IsGround (T + diagonal v) N P := by
  have hz : ∑ x, v x * (P x x - n x) = 0 := by simp [hd]
  have eP := energy_split T P v n
  constructor
  · refine fun h => ⟨hP, fun Q hQ => ?_⟩
    have hQ' := wuYang_le T n v hQ
    rw [← energy_split] at hQ'
    linarith
  · intro h
    apply le_antisymm
    · linarith [wuYang_le T n v hP]
    · refine le_wuYang T n v ⟨P, hP⟩ fun Q hQ => ?_
      rw [← energy_split]
      linarith [h.2 Q hQ]

/-- If a ground state at `v` has the target density, then `v` maximises the objective and
the state has the least kinetic energy among projections with that density. -/
theorem wuYang_optimal (T : Matrix ι ι ℝ) {N : ℕ} (n v : ι → ℝ) {P : Matrix ι ι ℝ}
    (hP : IsGround (T + diagonal v) N P) (hd : ∀ x, P x x = n x) :
    (∀ u, wuYang T N n u ≤ wuYang T N n v) ∧
    (∀ Q, IsSlater N Q → (∀ x, Q x x = n x) → (T * P).trace ≤ (T * Q).trace) := by
  refine ⟨fun u => ?_, fun Q hQ hq => ?_⟩
  · simpa [hd] using wuYang_supergradient T n u v hP
  · rw [← (wuYang_eq_kinetic_iff T n v hP.1 hd).mpr hP]
    simpa [hq] using wuYang_le T n v hQ

/-- On two sites with hopping amplitude `-1` and zero potential, the projection with all
entries `1/2` is a one-particle ground state of density `1/2` on each site. -/
theorem dimer_witness :
    IsGround (!![0, -1; -1, 0] + diagonal (0 : Fin 2 → ℝ)) 1 !![1/2, 1/2; 1/2, 1/2] ∧
    ∀ x, (!![1/2, 1/2; 1/2, 1/2] : Matrix (Fin 2) (Fin 2) ℝ) x x = 1/2 := by
  have e : ∀ R : Matrix (Fin 2) (Fin 2) ℝ,
      ((!![0, -1; -1, 0] + diagonal (0 : Fin 2 → ℝ)) * R).trace = -R 1 0 - R 0 1 := by
    intro R
    rw [Matrix.trace_fin_two, Matrix.mul_apply, Matrix.mul_apply,
      Fin.sum_univ_two, Fin.sum_univ_two]
    simp
    ring
  refine ⟨⟨⟨?_, ?_, ?_⟩, fun Q hQ => ?_⟩, fun x => ?_⟩
  · ext i j
    fin_cases i <;> fin_cases j <;> simp
  · ext i j
    fin_cases i <;> fin_cases j <;> norm_num [Matrix.mul_apply, Fin.sum_univ_two]
  · norm_num [Matrix.trace_fin_two]
  · -- symmetry and idempotency together keep the off-diagonal entry at most 1/2
    have h := sum_sq_row hQ 0
    rw [Fin.sum_univ_two] at h
    have hs : Q 1 0 = Q 0 1 := congrFun (congrFun hQ.symm 0) 1
    have hq : Q 0 1 ≤ 1/2 := by nlinarith [sq_nonneg (Q 0 0 - 1/2)]
    have hp : ((!![0, -1; -1, 0] + diagonal (0 : Fin 2 → ℝ)) *
        !![1/2, 1/2; 1/2, 1/2]).trace = -1 := by
      rw [e]
      norm_num
    rw [hp, e]
    linarith
  · fin_cases x <;> simp

end

end WuYangFunctional
```

```lean
#print axioms WuYangFunctional.wuYang_concave_shift_bound
-- 'WuYangFunctional.wuYang_concave_shift_bound' depends on axioms: [propext, Classical.choice, Quot.sound]
#print axioms WuYangFunctional.wuYang_optimal
-- 'WuYangFunctional.wuYang_optimal' depends on axioms: [propext, Classical.choice, Quot.sound]
```

### How the Lean proof follows the derivation

`sum_sq_row` reads the diagonal entry of \(P^2=P\), and `bddBelow_energy` turns it into the entry bound and the lower bound on energies. `exists_slater` builds the diagonal projection. Both facts matter because Lean assigns a real infimum the value 0 when the set is empty or unbounded below.

`energy_split` is the identity defining \(A_P\). The next two lemmas together express \(W=\inf_P A_P\): `wuYang_le` gives \(W(v)\le A_P(v)\) through `ciInf_le`, and `le_wuYang` says, through `le_ciInf`, that a common lower bound of the \(A_P(v)\) is a lower bound of \(W(v)\).

The first two parts of the main theorem use both lemmas, and the third uses only `wuYang_le`. For concavity, `hs` expands the affine term, and `hu` and `hv` are the inequalities at \(u\) and \(v\) multiplied by the weights. For shifts, `key` shows that the two affine terms agree, and `le_antisymm` combines the two inequalities. The upper bound is `wuYang_le` with the density error set to zero.

`wuYang_supergradient`, `wuYang_eq_kinetic_iff` and `wuYang_optimal` follow the ground-state argument in the same way.

`dimer_witness` supplies a concrete case with two sites, hopping \(-1\), \(v=0\) and \(N=1\). The energy of a projection \(Q\) is \(-2Q_{01}\), and the row identity gives

\[
Q_{01}^2=\tfrac14-\big(Q_{00}-\tfrac12\big)^2\le\tfrac14 .
\]

The energy is thus at least \(-1\), which the matrix with all entries \(1/2\) attains. By `wuYang_optimal`, \(v=0\) maximises \(W\) for the target \(n=(\tfrac12,\tfrac12)\).
